# Under Janak's relation, if a core spin orbital's energy rises strictly with its occupation, its full-occupation eigenvalue underestimates the ΔSCF binding energy and half occupation errs less

An all-electron density-functional calculation on a molecule in its ground state gives an eigenvalue for every core spin orbital, which holds at most one electron and is called a core orbital below. Suppose that minus this eigenvalue is read as the core binding energy and set against a photoemission line. The discrepancy then contains two errors that are easily confused. One comes from the approximate functional. The other comes from the reading itself: the eigenvalue belongs to a full core orbital, while the binding energy is a difference between two total energies, one with the orbital full and one with it empty. Someone who doesn't separate the two may blame the functional for a shift that can remain even when both of these total energies are exact.

The second error has a definite sign when the core orbital energy is the derivative of the total energy with respect to the orbital's occupation (Janak's relation) and rises strictly with that occupation: the eigenvalue estimate is then smaller than the difference of the two total energies. Under the same conditions, the eigenvalue at half occupation has a strictly smaller absolute error. If it is also known how fast the orbital energy changes with occupation, the size of the full-occupation error can be bounded from both sides.

```lean
import Mathlib

open Set

namespace CoreBindingEnergy

noncomputable section
```

## Total energy and orbital energy as functions of core occupation

Let n be the occupation of one core spin orbital, running from 0 (empty) to 1 (full). Let E(n) be the total energy at that occupation, with all orbitals relaxed and the other occupations held fixed, and let e(n) be the energy of the core orbital in the same calculation. The letter e stands for this orbital energy, not for the elementary charge. The two functions are linked by

e(n) = dE/dn, for 0 ≤ n ≤ 1.

This is Janak's relation. It says that the first-order cost of adding a little charge to an orbital is the energy of that orbital. Here it is assumed as a hypothesis and not derived from a functional.

In Lean, `E` and `e` are functions from the real numbers to the real numbers, and `IsOrbitalEnergy E e` states the relation at each point of the closed interval `Icc 0 1`. The derivative is taken within that interval, so it is one-sided at n = 0 and n = 1. Values of the functions at other occupations play no role.

```lean
/-- The function `e` is the core orbital energy belonging to the total energy `E`: at each
core occupation in `[0, 1]` it is the derivative of `E`, one-sided at the two ends. -/
def IsOrbitalEnergy (E e : ℝ → ℝ) : Prop :=
  ∀ n ∈ Icc (0 : ℝ) 1, HasDerivWithinAt E (e n) (Icc 0 1) n
```

The binding energy B is the energy with the core orbital empty minus the energy with it full:

B = E(0) − E(1).

With this sign, B is positive for a bound core electron. It is the quantity that a ΔSCF calculation obtains from two separate total energies. The step from the model to experiment is the identification of this B with the measured binding energy. That depends on the quality of the functional and on the energy reference of the spectrum, and no hypothesis below speaks about either.

```lean
/-- The core binding energy: energy with the core orbital empty minus energy with it full. -/
def bindingEnergy (E : ℝ → ℝ) : ℝ := E 0 - E 1
```

The eigenvalue estimate at occupation n is −e(n). The ordinary ground-state reading is the case n = 1, and Slater's transition state is the case n = 1/2.

```lean
/-- The estimate of the binding energy by minus the orbital energy at core occupation `n`. -/
def eigenvalueEstimate (e : ℝ → ℝ) (n : ℝ) : ℝ := -e n
```

## An energy difference is an orbital energy somewhere in between

Take two occupations with 0 ≤ a < b ≤ 1. Since E is differentiable, the mean value theorem gives an occupation c with a < c < b and

E(b) − E(a) = e(c) (b − a).

Removing a finite amount of core charge therefore costs that amount times minus the orbital energy at some intermediate occupation.

Mathlib's mean value theorem asks for continuity on the closed interval from a to b and an ordinary two-sided derivative inside it. The proof obtains both from `IsOrbitalEnergy`. Continuity follows from differentiability, and at a point strictly between a and b the derivative within [0, 1] is an ordinary derivative, because [0, 1] contains a neighbourhood of that point. The theorem then returns e(c) as a slope, and multiplying by b − a gives the stated form.

```lean
/-- The energy difference between two core occupations in `[0, 1]` is the change of occupation
times the orbital energy at some occupation strictly between them. -/
theorem energy_difference {E e : ℝ → ℝ} (h : IsOrbitalEnergy E e) {a b : ℝ}
    (ha : 0 ≤ a) (hab : a < b) (hb : b ≤ 1) :
    ∃ c ∈ Ioo a b, E b - E a = e c * (b - a) := by
  have hcont : ContinuousOn E (Icc a b) := fun x hx =>
    (h x ⟨ha.trans hx.1, hx.2.trans hb⟩).continuousWithinAt.mono (Icc_subset_Icc ha hb)
  have hderiv : ∀ x ∈ Ioo a b, HasDerivAt E (e x) x := fun x hx =>
    (h x ⟨ha.trans hx.1.le, hx.2.le.trans hb⟩).hasDerivAt
      (Icc_mem_nhds (lt_of_le_of_lt ha hx.1) (lt_of_lt_of_le hx.2 hb))
  obtain ⟨c, hc, hs⟩ := exists_hasDerivAt_eq_slope E e hab hcont hderiv
  have hne : b - a ≠ 0 := (sub_pos.mpr hab).ne'
  exact ⟨c, hc, by rw [hs, div_mul_cancel₀ _ hne]⟩
```

## The full orbital gives too little and the empty one too much

Now assume that e is strictly increasing on [0, 1], written `StrictMonoOn e (Icc 0 1)`. The physical picture is that charge in the core orbital repels further charge placed there, and that this effect outweighs the relaxation of the other electrons. Whether it does so depends on the approximation. In Hartree–Fock theory, where an occupied orbital does not repel itself, relaxation usually makes the eigenvalue err in the opposite direction.

Apply the mean value relation to the whole interval. For some c with 0 < c < 1,

B = −(E(1) − E(0)) = −e(c).

Since e(0) < e(c) < e(1), changing signs gives

−e(1) < B < −e(0).

The first inequality is the underestimate by the full-occupation eigenvalue. The second says that the eigenvalue of the empty core orbital overestimates B. In the proof, `h1` and `h0` are the two comparisons of e(c) with the end values, and `linarith` combines them with the energy difference.

```lean
/-- If the orbital energy rises strictly with core occupation, the eigenvalue of the full core
orbital underestimates the binding energy and that of the empty one overestimates it. -/
theorem binding_energy_bracket {E e : ℝ → ℝ} (h : IsOrbitalEnergy E e)
    (hmono : StrictMonoOn e (Icc 0 1)) :
    eigenvalueEstimate e 1 < bindingEnergy E ∧
      bindingEnergy E < eigenvalueEstimate e 0 := by
  obtain ⟨c, hc, hE⟩ := energy_difference h le_rfl one_pos le_rfl
  have h1 : e c < e 1 := hmono ⟨hc.1.le, hc.2.le⟩ ⟨zero_le_one, le_rfl⟩ hc.2
  have h0 : e 0 < e c := hmono ⟨le_rfl, zero_le_one⟩ ⟨hc.1.le, hc.2.le⟩ hc.1
  unfold eigenvalueEstimate bindingEnergy
  constructor <;> linarith
```

## One occupation separates underestimates from overestimates

The intermediate point deserves a name. Call it m, so that 0 < m < 1 and −e(m) = B. For any n in [0, 1], the inequality −e(n) < B then means e(n) > e(m), and because e is strictly increasing this happens exactly when n > m:

−e(n) < B if and only if m < n.

A calculation at fractional core occupation thus underestimates B above m and does not underestimate it at or below m. The theorem places m strictly between empty and full, but does not say where.

The Lean proof treats the two directions of the equivalence separately. For the forward direction it supposes that n ≤ m, deduces e(n) ≤ e(m), and reaches a contradiction with the assumed underestimate. The reverse direction applies strict monotonicity directly.

```lean
/-- If the orbital energy rises strictly with core occupation, there is a fractional occupation `m`
whose eigenvalue gives the binding energy exactly, and, for every `n` in `[0, 1]`, the eigenvalue at
occupation `n` underestimates the binding energy precisely when `n` exceeds `m`. -/
theorem exact_occupation {E e : ℝ → ℝ} (h : IsOrbitalEnergy E e)
    (hmono : StrictMonoOn e (Icc 0 1)) :
    ∃ m ∈ Ioo (0 : ℝ) 1, eigenvalueEstimate e m = bindingEnergy E ∧
      ∀ n ∈ Icc (0 : ℝ) 1, (eigenvalueEstimate e n < bindingEnergy E ↔ m < n) := by
  obtain ⟨m, hm, hE⟩ := energy_difference h le_rfl one_pos le_rfl
  have hm' : m ∈ Icc (0 : ℝ) 1 := ⟨hm.1.le, hm.2.le⟩
  unfold eigenvalueEstimate bindingEnergy
  refine ⟨m, hm, by linarith, fun n hn => ⟨fun hlt => ?_, fun hlt => ?_⟩⟩
  · by_contra hnot
    have hle : e n ≤ e m := hmono.monotoneOn hn hm' (not_lt.mp hnot)
    linarith
  · have hgt : e m < e n := hmono hm' hn hlt
    linarith
```

## Half occupation has the smaller absolute error

To compare n = 1/2 with n = 1, remove the core electron in two halves. The mean value relation on each half gives c between 0 and 1/2 and d between 1/2 and 1 with

E(1/2) − E(0) = e(c)/2,

E(1) − E(1/2) = e(d)/2.

Bound each orbital energy by its value at the upper end of its half, e(c) < e(1/2) and e(d) < e(1), and add:

E(1) − E(0) < (e(1/2) + e(1))/2.

In terms of the binding energy this reads −2B < e(1/2) + e(1), which can be rearranged to

−e(1/2) − B < B + e(1).

The right-hand side is the full-occupation error B − (−e(1)), which is positive by the bracket above. So if half occupation overestimates B, it does so by less than full occupation underestimates it. If half occupation underestimates B, its error is B + e(1/2), and this is smaller than B + e(1) because e(1/2) < e(1). In both cases

|−e(1/2) − B| < B − (−e(1)).

The theorem states this together with the sign of the full-occupation error. In the proof, `hE1` and `hE2` are the energy differences over the two halves, `h1` and `h2` are the bounds at the upper ends, and `h3` is e(1/2) < e(1). The rewrite with `abs_lt` splits the absolute value into the two cases just described.

This supports the use of Slater's transition state in core-level calculations whenever the orbital energy is the derivative of the total energy with respect to a single core occupation and rises strictly with that occupation. The conclusion is a comparison of two errors, both measured against B and not against experiment. It gives no numerical bound on the half-occupation error alone and does not fix its sign.

```lean
/-- If the orbital energy rises strictly with core occupation, the full-occupation eigenvalue
underestimates the binding energy, and the half-occupation eigenvalue has a strictly smaller
absolute error. -/
theorem half_occupation_beats_full {E e : ℝ → ℝ} (h : IsOrbitalEnergy E e)
    (hmono : StrictMonoOn e (Icc 0 1)) :
    eigenvalueEstimate e 1 < bindingEnergy E ∧
      |eigenvalueEstimate e (1 / 2) - bindingEnergy E| <
        bindingEnergy E - eigenvalueEstimate e 1 := by
  refine ⟨(binding_energy_bracket h hmono).1, ?_⟩
  have hhalf : (1 / 2 : ℝ) ∈ Icc (0 : ℝ) 1 := by constructor <;> norm_num
  have hone : (1 : ℝ) ∈ Icc (0 : ℝ) 1 := ⟨zero_le_one, le_rfl⟩
  -- remove the core electron in two halves and bound each half by its upper end
  obtain ⟨c, hc, hE1⟩ := energy_difference h (a := 0) (b := 1 / 2)
    le_rfl (by norm_num) (by norm_num)
  obtain ⟨d, hd, hE2⟩ := energy_difference h (a := 1 / 2) (b := 1)
    (by norm_num) (by norm_num) le_rfl
  have h1 : e c < e (1 / 2) := hmono ⟨hc.1.le, hc.2.le.trans hhalf.2⟩ hhalf hc.2
  have h2 : e d < e 1 := hmono ⟨hhalf.1.trans hd.1.le, hd.2.le⟩ hone hd.2
  have h3 : e (1 / 2) < e 1 := hmono hhalf hone (by norm_num)
  unfold eigenvalueEstimate bindingEnergy
  rw [abs_lt]
  constructor <;> linarith
```

## A quadratic term that compensates the drift of the core level

The sign of the error is settled, but its size needs information on how far the orbital energy moves as the orbital is emptied. A linear drift in e corresponds to a quadratic term in E, so a suitable quadratic can compensate it. For a real number k, define

G(n) = E(n) + k (n − n²/2).

Its derivative is

G′(n) = e(n) + k (1 − n),

which is the orbital energy corrected in proportion to the missing core charge 1 − n. The correction vanishes at full occupation. Since G(1) − G(0) = E(1) − E(0) + k/2, the mean value relation for G gives some c with 0 < c < 1 and

E(1) − E(0) + k/2 = e(c) + k (1 − c).

The first part of the Lean proof, `hG`, checks that the corrected functions again satisfy `IsOrbitalEnergy`. The earlier lemma `energy_difference` then applies to them unchanged. Strict monotonicity is not used here.

```lean
/-- Adding a quadratic term of strength `k` to the energy gives a mean value relation in which
the orbital energy is corrected linearly in the missing core charge. -/
theorem corrected_mean_value {E e : ℝ → ℝ} (h : IsOrbitalEnergy E e) (k : ℝ) :
    ∃ c ∈ Ioo (0 : ℝ) 1, E 1 - E 0 + k / 2 = e c + k * (1 - c) := by
  have hG : IsOrbitalEnergy (fun n => E n + k * (n - n * n / 2))
      (fun n => e n + k * (1 - n)) := by
    intro n hn
    have hp : HasDerivAt (fun x : ℝ => k * (x - x * x / 2)) (k * (1 - n)) n :=
      (((hasDerivAt_id' n).fun_sub
        (((hasDerivAt_id' n).fun_mul (hasDerivAt_id' n)).div_const 2)).const_mul
          k).congr_deriv (by ring)
    exact (h n hn).add hp.hasDerivWithinAt
  obtain ⟨c, hc, hE⟩ := energy_difference hG le_rfl one_pos le_rfl
  refine ⟨c, hc, ?_⟩

  linarith
```

## The size of the underestimate

Suppose there are numbers a and b such that, for every n in [0, 1],

a (1 − n) ≤ e(1) − e(n) ≤ b (1 − n).

These letters no longer denote occupations. They are energies, and they bound how far the core level drops per unit of charge removed, counted from the full orbital. If e is itself differentiable with slope between a and b, the condition holds.

Use the corrected relation with k = a. The lower bound at the point c gives e(c) + a (1 − c) ≤ e(1), so

E(1) − E(0) + a/2 ≤ e(1), that is, a/2 ≤ B + e(1).

Use it again with k = b, which gives another point d. The upper bound there gives e(d) + b (1 − d) ≥ e(1), so

E(1) − E(0) + b/2 ≥ e(1), that is, B + e(1) ≤ b/2.

Since B + e(1) is the binding energy minus its full-occupation estimate,

a/2 ≤ B − (−e(1)) ≤ b/2.

As an invented example, a core level that drops at a rate between 60 and 80 eV per electron in this sense has an eigenvalue estimate that is between 30 and 40 eV too small.

The theorem does not assume that e is increasing, and a and b may have either sign. A positive a makes the error a genuine underestimate; a negative b makes it an overestimate. The bounds must hold at every occupation in the interval, so a few computed values of e do not establish them without some further argument about the values in between. In the proof, `hEc` and `hEd` are the two corrected relations, and `h1` and `h2` are the hypotheses evaluated at c and d.

```lean
/-- If, for every `n` in `[0, 1]`, emptying the core orbital from full occupation to `n` lowers its
orbital energy by at least `a (1 - n)` and at most `b (1 - n)`, the full-occupation eigenvalue falls
short of the binding energy by at least `a / 2` and at most `b / 2`. -/
theorem underestimate_bounds {E e : ℝ → ℝ} (h : IsOrbitalEnergy E e) {a b : ℝ}
    (ha : ∀ n ∈ Icc (0 : ℝ) 1, a * (1 - n) ≤ e 1 - e n)
    (hb : ∀ n ∈ Icc (0 : ℝ) 1, e 1 - e n ≤ b * (1 - n)) :
    a / 2 ≤ bindingEnergy E - eigenvalueEstimate e 1 ∧
      bindingEnergy E - eigenvalueEstimate e 1 ≤ b / 2 := by
  obtain ⟨c, hc, hEc⟩ := corrected_mean_value h a
  obtain ⟨d, hd, hEd⟩ := corrected_mean_value h b
  have h1 := ha c ⟨hc.1.le, hc.2.le⟩
  have h2 := hb d ⟨hd.1.le, hd.2.le⟩
  unfold eigenvalueEstimate bindingEnergy
  constructor <;> linarith
```

## A quadratic energy attains both bounds

The simplest energy with a rising core level is

E(n) = ε n + U n²/2, with U > 0.

Its orbital energy is e(n) = ε + U n. Here ε is the orbital energy of the empty core orbital, whereas textbooks often use the letter for the eigenvalue of the occupied one. The constant U is the rise of the core level per unit of occupation: the part of the core charge's self-repulsion that the exchange-correlation functional leaves uncancelled, reduced by the relaxation of the orbitals. A constant added to E would change no binding energy, so none is included.

Direct substitution gives

B = −ε − U/2,

−e(1) = −ε − U,

B − (−e(1)) = U/2.

For this energy e(1) − e(n) = U (1 − n), so the size bounds apply with a = b = U, and both equal the actual error. At half occupation the estimate is −ε − U/2, which is B itself.

The theorem has three parts: the derivative relation, the strict rise of e, and the value U/2 of the underestimate. The first two show that the derivative relation and the strict rise assumed in the earlier theorems hold together for an explicit energy. The proof differentiates the quadratic, uses U > 0 for the strict rise, and leaves the final value to `ring`.

```lean
/-- For the energy `ε n + U n² / 2` with `U > 0` the orbital energy is `ε + U n`, it rises
strictly with occupation, and the full-occupation eigenvalue falls short of the binding energy
by exactly `U / 2`. -/
theorem quadratic_energy_witness (ε U : ℝ) (hU : 0 < U) :
    IsOrbitalEnergy (fun n => ε * n + U * n ^ 2 / 2) (fun n => ε + U * n) ∧
      StrictMonoOn (fun n : ℝ => ε + U * n) (Icc 0 1) ∧
      bindingEnergy (fun n => ε * n + U * n ^ 2 / 2) -
        eigenvalueEstimate (fun n => ε + U * n) 1 = U / 2 := by
  refine ⟨?_, ?_, ?_⟩
  · intro n _
    have hfun : (fun x : ℝ => ε * x + U * x ^ 2 / 2) =
        fun x : ℝ => ε * x + U * (x * x) / 2 := by
      funext x
      ring
    rw [hfun]
    exact ((((hasDerivAt_id' n).const_mul ε).fun_add
      ((((hasDerivAt_id' n).fun_mul (hasDerivAt_id' n)).const_mul U).div_const
        2)).congr_deriv (by ring)).hasDerivWithinAt
  · intro x _ y _ hxy
    have hlt : U * x < U * y := mul_lt_mul_of_pos_left hxy hU
    dsimp only
    linarith
  · unfold bindingEnergy eigenvalueEstimate
    ring

end

end CoreBindingEnergy
```

```lean
#print axioms CoreBindingEnergy.exact_occupation
-- 'CoreBindingEnergy.exact_occupation' depends on axioms: [propext, Classical.choice, Quot.sound]
#print axioms CoreBindingEnergy.half_occupation_beats_full
-- 'CoreBindingEnergy.half_occupation_beats_full' depends on axioms: [propext, Classical.choice, Quot.sound]
#print axioms CoreBindingEnergy.underestimate_bounds
-- 'CoreBindingEnergy.underestimate_bounds' depends on axioms: [propext, Classical.choice, Quot.sound]
```
